# Idempotent matrices parametrise all real solutions of the ring-CCD matrix equation for A = a·1, B = b·1 with 0 < |b| < a

A ring-CCD calculation can be run by iterating an amplitude equation until its residual falls below a threshold, then evaluating the correlation energy from the converged amplitudes. The equation is quadratic, so a zero residual does not by itself identify the solution reached. The problems below find every real solution and its energy in a finite model where all \(n\) particle–hole excitations have the same diagonal element \(a\), and each couples only to its own de-excitation, with strength \(b\).

Let \(A\), \(B\) and \(T\) be real \(n\times n\) matrices: the excitation block, the coupling block and the amplitudes. In Lean, `n` is the finite set of excitation labels and `Fintype.card n` is its size. Complex amplitudes are not covered. Physical doubles amplitudes are unchanged when the two excitations are exchanged, so their \(T\) is symmetric; the matrix equation is studied here without imposing this.

```lean
import Mathlib

open Matrix

namespace RingCCDScalarRiccati

noncomputable section

variable {n : Type*} [Fintype n] [DecidableEq n] {a b : ℝ}
```

The residual is \(R(T)=B+AT+TA+TBT\).

```lean
/-- The residual `B + AT + TA + TBT` of the ring-CCD amplitude equation. -/
def riccati (A B T : Matrix n n ℝ) : Matrix n n ℝ :=
  B + A * T + T * A + T * B * T
```

In direct ring-CCD, where \(A\) and \(B\) contain no exchange integrals, the correlation energy is \(E=\tfrac12\operatorname{tr}(BT)\). This convention is used throughout.

```lean
/-- The ring-CCD correlation energy `trace (BT) / 2`. -/
def ringEnergy (B T : Matrix n n ℝ) : ℝ := (B * T).trace / 2
```

The model has a single RPA frequency, \(w=\sqrt{a^2-b^2}\).

```lean
/-- The RPA frequency `√(a² - b²)`, for `|b| ≤ a`. -/
def freq (a b : ℝ) : ℝ := Real.sqrt (a ^ 2 - b ^ 2)
```

Two scalar amplitudes are needed. The first, \(t_1=(w-a)/b\), tends to zero with the coupling.

```lean
/-- The scalar amplitude `t₁ = (w - a) / b`, for `b ≠ 0`. -/
def t₁ (a b : ℝ) : ℝ := (freq a b - a) / b
```

The second, \(t_2=(-w-a)/b\), diverges in that limit.

```lean
/-- The scalar amplitude `t₂ = (-w - a) / b`, for `b ≠ 0`. -/
def t₂ (a b : ℝ) : ℝ := (-freq a b - a) / b
```

For any matrix \(P\), put \(T_P=t_1(1-P)+t_2P\).

```lean
/-- The amplitude matrix `t₁ (1 - P) + t₂ P`, for `b ≠ 0`. -/
def amplitude (a b : ℝ) (P : Matrix n n ℝ) : Matrix n n ℝ :=
  t₁ a b • (1 - P) + t₂ a b • P
```

Two conditions are assumed. `hab : |b| < a` makes \(a+b\) and \(a-b\) positive, which is the RPA stability condition on the reference state. `hb : b ≠ 0` keeps the coupling switched on; without it the equation reads \(2aT=0\) and has only the zero solution.

### (a) The frequency

For \(|b|<a\), show that
\[ w>0,\qquad w^2=a^2-b^2. \]

Both \(a-b\) and \(a+b\) are positive, hence so is their product \(a^2-b^2\), and its square root has the two properties. In the proof, `nlinarith` receives this product.

```lean
/-- For `|b| < a` the RPA frequency is positive and its square is `a² - b²`. -/
theorem freq_pos_and_sq (hab : |b| < a) :
    0 < freq a b ∧ freq a b ^ 2 = a ^ 2 - b ^ 2 := by
  obtain ⟨h1, h2⟩ := abs_lt.mp hab
  have h : 0 < a ^ 2 - b ^ 2 := by
    nlinarith [mul_pos (sub_pos.mpr h2) (by linarith : 0 < a + b)]
  exact ⟨Real.sqrt_pos.mpr h, Real.sq_sqrt h.le⟩
```

### (b) The first scalar amplitude

For \(b\neq0\), show that \(b\,t_1=w-a\).

Multiply the definition of \(t_1\) by \(b\) and cancel.

```lean
lemma mul_t₁ (hb : b ≠ 0) : b * t₁ a b = freq a b - a := by
  unfold t₁
  exact mul_div_cancel₀ _ hb
```

### (c) The second scalar amplitude

For \(b\neq0\), show that \(b\,t_2=-w-a\).

The same cancellation applies.

```lean
lemma mul_t₂ (hb : b ≠ 0) : b * t₂ a b = -freq a b - a := by
  unfold t₂
  exact mul_div_cancel₀ _ hb
```

### (d) The gap between the roots

Show that \(t_2-t_1\neq0\).

Subtracting (b) from (c) gives \(b(t_2-t_1)=-2w\), which is nonzero by (a). Lean assumes a zero gap and derives \(w=0\), a contradiction.

```lean
lemma gap_ne (hb : b ≠ 0) (hab : |b| < a) : t₂ a b - t₁ a b ≠ 0 := by
  intro h
  have hw := (freq_pos_and_sq hab).1
  have h0 : freq a b = 0 := by
    linear_combination (-b / 2) * h + mul_t₂ (a := a) hb / 2 - mul_t₁ (a := a) hb / 2
  exact hw.ne' h0
```

### (e) The amplitude as a shifted matrix

Show that
\[ T_P=t_1 1+(t_2-t_1)P. \]

Expand \(t_1(1-P)\) and collect the terms in \(P\).

```lean
omit [Fintype n] in
lemma amplitude_eq (P : Matrix n n ℝ) :
    amplitude a b P = t₁ a b • (1 : Matrix n n ℝ) + (t₂ a b - t₁ a b) • P := by
  unfold amplitude
  module
```

### (f) Factoring the residual

For \(A=a1\) and \(B=b1\), show that
\[ R(T)=b\,(T-t_1 1)(T-t_2 1). \]

Adding (b) and (c) gives \(b(t_1+t_2)=-2a\). Multiplying them gives
\[ b^2t_1t_2=(w-a)(-w-a)=a^2-w^2=b^2, \]
so \(b\,t_1t_2=b\). The right-hand side therefore expands to
\[ bT^2-b(t_1+t_2)T+b\,t_1t_2 1=bT^2+2aT+b1=R(T). \]
The sum and product of the roots are `hs` and `hp`; the last line of the proof inserts them into the expansion.

```lean
/-- For `0 < |b| < a`, the residual with `A = a·1`, `B = b·1` equals `b (T - t₁·1) (T - t₂·1)`. -/
theorem riccati_factor (hb : b ≠ 0) (hab : |b| < a) (T : Matrix n n ℝ) :
    riccati (a • 1) (b • 1) T =
      b • ((T - t₁ a b • (1 : Matrix n n ℝ)) * (T - t₂ a b • (1 : Matrix n n ℝ))) := by
  have h1 := mul_t₁ (a := a) hb
  have h2 := mul_t₂ (a := a) hb
  -- sum and product of the two roots
  have hs : b * (t₁ a b + t₂ a b) = -(2 * a) := by linear_combination h1 + h2
  have hp : b * (t₁ a b * t₂ a b) = b := by
    apply mul_left_cancel₀ hb
    linear_combination (b * t₂ a b) * h1 + (freq a b - a) * h2 - (freq_pos_and_sq hab).2
  simp only [riccati, sub_mul, mul_sub, smul_mul_assoc, mul_smul_comm, one_mul, mul_one]
  linear_combination (norm := module) hs • T - hp • (1 : Matrix n n ℝ)
```

### (g) All real solutions

Show that
\[ R(T)=0\iff T=T_P\ \text{for some } P \text{ with } P^2=P. \]

Write \(X=T-t_1 1\) and \(\delta=t_2-t_1\). By (f), the residual vanishes exactly when \(X(X-\delta 1)=0\), that is, \(X^2=\delta X\). Then \(P=X/\delta\) satisfies
\[ P^2=X^2/\delta^2=X/\delta=P, \]
and \(T=t_1 1+\delta P=T_P\) by (e). Conversely, \(T=T_P\) gives \(X=\delta P\), so \(X(X-\delta 1)=\delta^2(P^2-P)=0\).

For \(n\ge2\), the factored equation does not force one factor to be zero, because nonzero matrices can have a zero product. Assuming that one factor is zero would keep only \(P=0\) and \(P=1\).

In the proof, `hsq` is \(X^2=\delta X\), `refine` supplies \(P=X/\delta\), and `e1` and `e2` are the two factors for the converse.

```lean
/-- The real solutions of the ring-CCD equation with `A = a·1`, `B = b·1`, `0 < |b| < a`,
are exactly the matrices `t₁ (1 - P) + t₂ P` with `P` idempotent. -/
theorem riccati_eq_zero_iff (hb : b ≠ 0) (hab : |b| < a) (T : Matrix n n ℝ) :
    riccati (a • 1) (b • 1) T = 0 ↔
      ∃ P : Matrix n n ℝ, P * P = P ∧ T = amplitude a b P := by
  have hd := gap_ne hb hab
  rw [riccati_factor hb hab]
  constructor
  · intro h
    have hX := (smul_eq_zero.mp h).resolve_left hb
    -- the shifted amplitude is idempotent up to the gap between the roots
    have hsq : (T - t₁ a b • (1 : Matrix n n ℝ)) * (T - t₁ a b • (1 : Matrix n n ℝ)) =
        (t₂ a b - t₁ a b) • (T - t₁ a b • (1 : Matrix n n ℝ)) := by
      have e : T - t₁ a b • (1 : Matrix n n ℝ) =
          (T - t₂ a b • (1 : Matrix n n ℝ)) + (t₂ a b - t₁ a b) • (1 : Matrix n n ℝ) := by
        module
      calc _ = (T - t₁ a b • (1 : Matrix n n ℝ)) * ((T - t₂ a b • (1 : Matrix n n ℝ)) +
              (t₂ a b - t₁ a b) • (1 : Matrix n n ℝ)) := by rw [← e]
        _ = _ := by rw [mul_add, hX, zero_add, mul_smul_comm, mul_one]
    refine ⟨(t₂ a b - t₁ a b)⁻¹ • (T - t₁ a b • (1 : Matrix n n ℝ)), ?_, ?_⟩
    · rw [smul_mul_assoc, mul_smul_comm, hsq, inv_smul_smul₀ hd]
    · rw [amplitude_eq, smul_inv_smul₀ hd]
      module
  · rintro ⟨P, hP, rfl⟩
    have e1 : amplitude a b P - t₁ a b • (1 : Matrix n n ℝ) = (t₂ a b - t₁ a b) • P := by
      rw [amplitude_eq]
      module
    have e2 : amplitude a b P - t₂ a b • (1 : Matrix n n ℝ) =
        (t₂ a b - t₁ a b) • (P - 1) := by
      rw [amplitude_eq]
      module
    rw [e1, e2, smul_mul_assoc, mul_smul_comm, mul_sub, hP, mul_one, sub_self]
    simp only [smul_zero]
```

### (h) Uniqueness of P

Show that \(T_P=T_Q\) implies \(P=Q\).

By (e), subtract \(t_1 1\) from both sides and divide by the nonzero gap. Each solution in (g) thus has exactly one \(P\).

```lean
/-- For `0 < |b| < a`, different matrices `P` give different amplitude matrices. -/
theorem amplitude_injective (hb : b ≠ 0) (hab : |b| < a) :
    Function.Injective (amplitude a b : Matrix n n ℝ → Matrix n n ℝ) := by
  intro P Q h
  have hd := gap_ne hb hab
  rw [amplitude_eq P, amplitude_eq Q] at h
  have h' := add_left_cancel h
  calc P = (t₂ a b - t₁ a b)⁻¹ • ((t₂ a b - t₁ a b) • P) := (inv_smul_smul₀ hd P).symm
    _ = (t₂ a b - t₁ a b)⁻¹ • ((t₂ a b - t₁ a b) • Q) := by rw [h']
    _ = Q := inv_smul_smul₀ hd Q
```

### (i) Symmetric amplitudes

Show that
\[ T_P^{\mathsf T}=T_P\iff P^{\mathsf T}=P. \]

Transposing the definition gives \(T_P^{\mathsf T}=T_{P^{\mathsf T}}\), and (h) does the rest. Symmetric solutions therefore belong to orthogonal projectors, while for \(n\ge2\) (g) also admits oblique ones.

```lean
/-- For `0 < |b| < a`, the amplitude matrix is symmetric exactly when `P` is symmetric. -/
theorem amplitude_symm_iff (hb : b ≠ 0) (hab : |b| < a) (P : Matrix n n ℝ) :
    (amplitude a b P)ᵀ = amplitude a b P ↔ Pᵀ = P := by
  have h : (amplitude a b P)ᵀ = amplitude a b Pᵀ := by
    simp only [amplitude, transpose_add, transpose_smul, transpose_sub, transpose_one]
  rw [h]
  exact (amplitude_injective hb hab).eq_iff
```

### (j) The energy of a solution

For \(B=b1\), show that
\[ E=\frac{n(w-a)}2-w\operatorname{tr}P. \]

By (b) and (c), \(bT_P=(w-a)(1-P)-(w+a)P\). Its trace is \(n(w-a)-2w\operatorname{tr}P\); halve it. At \(P=0\) this is the plasmon formula \(\tfrac12(\Omega-\operatorname{tr}A)\), where \(\Omega=nw\) is the sum of the RPA frequencies.

```lean
/-- For `B = b·1` with `b ≠ 0`, the correlation energy of `t₁ (1 - P) + t₂ P` is `n (w - a) / 2 - w
trace P`. -/
theorem ringEnergy_amplitude (hb : b ≠ 0) (P : Matrix n n ℝ) :
    ringEnergy (b • 1) (amplitude a b P) =
      Fintype.card n * (freq a b - a) / 2 - freq a b * P.trace := by
  simp only [ringEnergy, amplitude, smul_mul_assoc, one_mul, trace_smul, trace_add,
    trace_sub, trace_one, smul_eq_mul]
  linear_combination ((Fintype.card n - P.trace) / 2) * mul_t₁ (a := a) hb +
    (P.trace / 2) * mul_t₂ (a := a) hb
```

### (k) The trace of an idempotent

For \(P^2=P\), show that
\[ \operatorname{tr}P=k,\qquad k\in\{0,\dots,n\}. \]

Split each vector as \(x=Px+(x-Px)\). The first part lies in the range of \(P\), where \(P\) acts as the identity; the second lies in the kernel. In a basis adapted to this splitting, the trace counts the dimension of the range. `hproj` states that \(P\) projects onto its range, and `hproj.trace` supplies the count.

```lean
/-- The trace of an idempotent matrix of size `n` is an integer between `0` and `n`. -/
theorem trace_idempotent (P : Matrix n n ℝ) (hP : P * P = P) :
    ∃ k : ℕ, k ≤ Fintype.card n ∧ P.trace = k := by
  have hproj : LinearMap.IsProj (LinearMap.range (toLin' P)) (toLin' P) :=
    ⟨fun x => LinearMap.mem_range_self _ x, by
      rintro _ ⟨y, rfl⟩
      simp only [toLin'_apply, mulVec_mulVec, hP]⟩
  refine ⟨Module.finrank ℝ (LinearMap.range (toLin' P)),
    (Submodule.finrank_le _).trans_eq (Module.finrank_fintype_fun_eq_card ℝ), ?_⟩
  rw [← hproj.trace, LinearMap.trace_eq_matrix_trace ℝ (Pi.basisFun ℝ n),
    LinearMap.toMatrix_eq_toMatrix', LinearMap.toMatrix'_toLin']
```

### (l) The energy ladder

Show that the energies of all real solutions are exactly
\[ E_k=\frac{n(w-a)}2-kw,\qquad k=0,\dots,n. \]

Parts (g), (j) and (k) put every energy on this list. Conversely, a diagonal \(P\) with \(k\) ones and \(n-k\) zeros reaches \(E_k\). For \(n\ge1\) in this model, the solution that vanishes with the coupling has the highest energy, so choosing the lowest one would select a different root.

```lean
/-- For `A = a·1`, `B = b·1` and `0 < |b| < a`, the correlation energies of all real solutions of
the ring-CCD equation form the ladder `n (w - a) / 2 - k w` with `k = 0, …, n`. -/
theorem energy_ladder (hb : b ≠ 0) (hab : |b| < a) (E : ℝ) :
    (∃ T : Matrix n n ℝ, riccati (a • 1) (b • 1) T = 0 ∧ ringEnergy (b • 1) T = E) ↔
      ∃ k : ℕ, k ≤ Fintype.card n ∧
        E = Fintype.card n * (freq a b - a) / 2 - k * freq a b := by
  constructor
  · rintro ⟨T, hT, rfl⟩
    obtain ⟨P, hP, rfl⟩ := (riccati_eq_zero_iff hb hab T).mp hT
    obtain ⟨k, hk, ht⟩ := trace_idempotent P hP
    exact ⟨k, hk, by rw [ringEnergy_amplitude hb, ht, mul_comm (freq a b)]⟩
  · rintro ⟨k, hk, rfl⟩
    -- a diagonal projector onto k of the n basis vectors
    obtain ⟨s, -, hs⟩ := Finset.exists_subset_card_eq (s := (Finset.univ : Finset n)) hk
    let P : Matrix n n ℝ := diagonal fun i => if i ∈ s then 1 else 0
    have hP : P * P = P := by simp [P, diagonal_mul_diagonal]
    have ht : P.trace = k := by simp [P, trace_diagonal, hs]
    exact ⟨amplitude a b P, (riccati_eq_zero_iff hb hab _).mpr ⟨P, hP, rfl⟩,
      by rw [ringEnergy_amplitude hb, ht, mul_comm (freq a b)]⟩
```

### (m) A continuous family at one energy

For \(n=2\), let \(P_s=\begin{pmatrix}1&s\\0&0\end{pmatrix}\) with \(s\) real. Show that different \(s\) give different amplitudes, and that
\[ R(T_{P_s})=0,\qquad E=-a. \]

Direct multiplication gives \(P_s^2=P_s\), so (g) applies. The trace is 1, so (j) gives \(E=(w-a)-w=-a\). By (h), equal amplitudes mean equal \(P_s\), and the upper right entry, `0 1` in Lean's numbering, then fixes \(s\). By (i), only \(s=0\) gives a symmetric \(T\); the other members solve the matrix equation but are not physical doubles amplitudes. The energy does not determine the symmetric solutions either: by (g), (i) and (j), every orthogonal projector of rank 1 gives a symmetric solution with \(E=-a\).

```lean
/-- For `n = 2`, `A = a·1`, `B = b·1` and `0 < |b| < a`, the idempotents `[[1, s], [0, 0]]` give
pairwise different solutions, one for each real `s`, all with correlation energy `-a`. -/
theorem oblique_family (hb : b ≠ 0) (hab : |b| < a) :
    Function.Injective (fun s : ℝ => amplitude a b !![1, s; 0, 0]) ∧
      ∀ s : ℝ, riccati (a • 1) (b • 1) (amplitude a b !![1, s; 0, 0]) = 0 ∧
        ringEnergy (b • 1) (amplitude a b !![1, s; 0, 0]) = -a := by
  refine ⟨fun s s' h => ?_, fun s => ⟨?_, ?_⟩⟩
  · have h' := amplitude_injective hb hab h
    simpa using congrFun (congrFun h' 0) 1
  · refine (riccati_eq_zero_iff hb hab _).mpr ⟨_, ?_, rfl⟩
    ext i j
    fin_cases i <;> fin_cases j <;> simp [Matrix.mul_apply, Fin.sum_univ_succ]
  · have ht : (!![1, s; 0, 0] : Matrix (Fin 2) (Fin 2) ℝ).trace = 1 := by
      simp [trace_fin_two]
    rw [ringEnergy_amplitude hb, ht, Fintype.card_fin]
    push_cast
    ring

end

end RingCCDScalarRiccati
```

```lean
#print axioms RingCCDScalarRiccati.riccati_eq_zero_iff
#print axioms RingCCDScalarRiccati.amplitude_symm_iff
#print axioms RingCCDScalarRiccati.energy_ladder
#print axioms RingCCDScalarRiccati.oblique_family
```

```
'RingCCDScalarRiccati.riccati_eq_zero_iff' depends on axioms: [propext, Classical.choice, Quot.sound]
'RingCCDScalarRiccati.amplitude_symm_iff' depends on axioms: [propext, Classical.choice, Quot.sound]
'RingCCDScalarRiccati.energy_ladder' depends on axioms: [propext, Classical.choice, Quot.sound]
'RingCCDScalarRiccati.oblique_family' depends on axioms: [propext, Classical.choice, Quot.sound]
```
